# The diagonal two-fermion cumulant is at most 1/4 in magnitude when two modes share no one-particle coherence

A state is modelled here as a linear functional \(\omega\) on a complex *-algebra `A`, not as a wave function. This covers pure and mixed states, with any set `ι` of modes and no fixed particle number.

```lean
import Mathlib

open scoped ComplexOrder Matrix

namespace FermionCumulantBound

noncomputable section

variable {A : Type*} [Ring A] [StarRing A] {ι : Type*}
```

The annihilators \(a_i\) enter only through their anticommutators; `star` is the adjoint \(\dagger\).

```lean
/-- Canonical anticommutation relations for annihilation operators `a i`, whose adjoints
`star (a i)` are the creation operators. -/
structure IsCAR (a : ι → A) : Prop where
  anticomm : ∀ i j, a i * a j + a j * a i = 0
  anticomm_star_self : ∀ i, a i * star (a i) + star (a i) * a i = 1
  anticomm_star_ne : ∀ i j, i ≠ j → a i * star (a j) + star (a j) * a i = 0
```

The number operator is \(N_i=a_i^\dagger a_i\).

```lean
/-- The number operator `N_i = a_i† a_i` of mode `i`. -/
def num (a : ι → A) (i : ι) : A := star (a i) * a i
```

## Number operators as commuting projections

For \(i\ne j\), two sign changes give
\[
a_i^\dagger a_j^\dagger a_ja_i=-a_i^\dagger a_j^\dagger a_ia_j=a_i^\dagger a_ia_j^\dagger a_j=N_iN_j .
\]

```lean
/-- For distinct modes, `a_i† a_j† a_j a_i = N_i N_j`. -/
theorem pair_eq_num_mul {a : ι → A} (h : IsCAR a) {i j : ι} (hij : i ≠ j) :
    star (a i) * star (a j) * a j * a i = num a i * num a j := by
  have h1 : a i * star (a j) = -(star (a j) * a i) :=
    eq_neg_of_add_eq_zero_left (h.anticomm_star_ne i j hij)
  have h2 : a j * a i = -(a i * a j) := eq_neg_of_add_eq_zero_left (h.anticomm j i)
  calc star (a i) * star (a j) * a j * a i
      = star (a i) * star (a j) * (a j * a i) := mul_assoc _ _ _
    _ = star (a i) * (-(star (a j) * a i)) * a j := by
        rw [h2]; simp only [mul_neg, neg_mul, mul_assoc]
    _ = star (a i) * (a i * star (a j)) * a j := by rw [h1]
    _ = num a i * num a j := by simp only [num, mul_assoc]
```

The left side is \((a_ja_i)^\dagger(a_ja_i)\). Exchanging \(i\) and \(j\) changes the sign of both factors, so \(N_iN_j=N_jN_i\).

```lean
/-- Number operators of distinct modes commute. -/
theorem num_comm {a : ι → A} (h : IsCAR a) {i j : ι} (hij : i ≠ j) :
    num a i * num a j = num a j * num a i := by
  rw [← pair_eq_num_mul h hij, ← pair_eq_num_mul h hij.symm]
  have h2 : a j * a i = -(a i * a j) := eq_neg_of_add_eq_zero_left (h.anticomm j i)
  calc star (a i) * star (a j) * a j * a i
      = star (a j * a i) * (a j * a i) := by simp only [star_mul, mul_assoc]
    _ = star (a i * a j) * (a i * a j) := by rw [h2, star_neg, neg_mul_neg]
    _ = star (a j) * star (a i) * a i * a j := by simp only [star_mul, mul_assoc]
```

A state satisfies \(\omega(1)=1\) and \(\omega(x^\dagger x)\ge0\). In Lean's order on `ℂ`, the inequality also says that the value is real.

```lean
variable [Algebra ℂ A]

/-- A state: a normalised linear functional with nonnegative expectation on every `x† x`. -/
structure IsState (ω : A →ₗ[ℂ] ℂ) : Prop where
  one : ω 1 = 1
  pos : ∀ x, 0 ≤ ω (star x * x)
```

The one-particle density matrix is \(\gamma(i,j)=\omega(a_i^\dagger a_j)\).

```lean
/-- One-particle density matrix `γ(i,j) = ⟨a_i† a_j⟩`. -/
def rdm1 (ω : A →ₗ[ℂ] ℂ) (a : ι → A) (i j : ι) : ℂ := ω (star (a i) * a j)
```

The two-particle matrix is \(\Gamma(ij,kl)=\omega(a_i^\dagger a_j^\dagger a_la_k)\). The annihilators stand in reverse order; writing \(a_ka_l\) instead flips the sign of \(\Gamma\) and spoils the cumulant.

```lean
/-- Two-particle density matrix `Γ(ij,kl) = ⟨a_i† a_j† a_l a_k⟩`. -/
def rdm2 (ω : A →ₗ[ℂ] ℂ) (a : ι → A) (i j k l : ι) : ℂ :=
  ω (star (a i) * star (a j) * a l * a k)
```

Subtracting the antisymmetrised product of one-particle matrices leaves the cumulant \(\Lambda\), in its number-conserving form. Anomalous averages such as \(\omega(a_la_k)\) can be nonzero in a state without definite particle number; their products are not subtracted here:
\[
\Lambda(ij,kl)=\Gamma(ij,kl)-\gamma(i,k)\gamma(j,l)+\gamma(i,l)\gamma(j,k).
\]

```lean
/-- Two-particle cumulant `Λ(ij,kl) = Γ(ij,kl) - γ(i,k) γ(j,l) + γ(i,l) γ(j,k)`. -/
def cumulant (ω : A →ₗ[ℂ] ℂ) (a : ι → A) (i j k l : ι) : ℂ :=
  rdm2 ω a i j k l - rdm1 ω a i k * rdm1 ω a j l + rdm1 ω a i l * rdm1 ω a j k
```

The occupation is the real number \(n_i=\operatorname{Re}\gamma(i,i)\).

```lean
/-- Occupation `n_i` of mode `i`, the real part of `γ(i,i)`. -/
def occ (ω : A →ₗ[ℂ] ℂ) (a : ι → A) (i : ι) : ℝ := (rdm1 ω a i i).re
```

The covariance is \(\mathrm{Cov}(x,y)=\omega(xy)-\omega(x)\omega(y)\).

```lean
/-- Covariance `⟨x y⟩ - ⟨x⟩⟨y⟩` of two operators. -/
def cov (ω : A →ₗ[ℂ] ℂ) (x y : A) : ℂ := ω (x * y) - ω x * ω y
```

Since \(2a_i^2=0\), we have \(N_i^2=a_i^\dagger(1-a_i^\dagger a_i)a_i=N_i\).

```lean
/-- The number operator is idempotent, `N_i² = N_i`. -/
theorem num_mul_self {a : ι → A} (h : IsCAR a) (i : ι) : num a i * num a i = num a i := by
  -- `a_i a_i = 0` from the anticommutator of `a_i` with itself
  have hsq : a i * a i = 0 := by
    calc a i * a i = (1 / 2 : ℂ) • (a i * a i + a i * a i) := by module
      _ = 0 := by rw [h.anticomm i i, smul_zero]
  have h1 : a i * star (a i) = 1 - star (a i) * a i := eq_sub_of_add_eq (h.anticomm_star_self i)
  calc num a i * num a i = star (a i) * (a i * star (a i)) * a i := by
        simp only [num, mul_assoc]
    _ = star (a i) * a i - star (a i) * star (a i) * (a i * a i) := by
        rw [h1]; noncomm_ring
    _ = num a i := by simp [hsq, num]
```

For commuting projections \(P,Q\), \((PQ)^\dagger PQ=QPQ=PQ\), hence \(\omega(PQ)\ge0\).

```lean
/-- The product of two commuting self-adjoint idempotents has nonnegative expectation. -/
theorem proj_nonneg {ω : A →ₗ[ℂ] ℂ} (hω : IsState ω) {P Q : A} (hP : star P = P)
    (hQ : star Q = Q) (hPP : P * P = P) (hQQ : Q * Q = Q) (hc : P * Q = Q * P) :
    0 ≤ ω (P * Q) := by
  have key : star (P * Q) * (P * Q) = P * Q := by
    calc star (P * Q) * (P * Q) = Q * (P * P) * Q := by
          rw [star_mul, hP, hQ]; simp only [mul_assoc]
      _ = P * (Q * Q) := by rw [hPP, ← hc, mul_assoc]
      _ = P * Q := by rw [hQQ]
  have h := hω.pos (P * Q)
  rwa [key] at h
```

## Bounds from joint occupation probabilities

Positivity gives \(\gamma(i,i)=n_i\ge0\) and \(1-n_i=\omega(a_ia_i^\dagger)\ge0\). Idempotence gives \(\mathrm{Cov}(N_i,N_i)=n_i-n_i^2\).

```lean
/-- The diagonal element `γ(i,i)` equals the real occupation `n_i`, which lies in `[0,1]`, and
the variance of `N_i` is `n_i (1 - n_i)`. -/
theorem occ_spec {a : ι → A} (h : IsCAR a) {ω : A →ₗ[ℂ] ℂ} (hω : IsState ω) (i : ι) :
    rdm1 ω a i i = (occ ω a i : ℂ) ∧ 0 ≤ occ ω a i ∧ occ ω a i ≤ 1 ∧
      cov ω (num a i) (num a i) = (occ ω a i : ℂ) * (1 - (occ ω a i : ℂ)) := by
  have h0 : 0 ≤ rdm1 ω a i i := hω.pos (a i)
  obtain ⟨hr, hi⟩ := Complex.le_def.mp h0
  simp only [Complex.zero_re, Complex.zero_im] at hr hi
  have e : rdm1 ω a i i = (occ ω a i : ℂ) :=
    Complex.ext (by simp [occ]) (by rw [Complex.ofReal_im]; exact hi.symm)
  -- the hole occupation `⟨a a†⟩ = 1 - n` is nonnegative
  have h1 := hω.pos (star (a i))
  have hh : a i * star (a i) = 1 - star (a i) * a i := eq_sub_of_add_eq (h.anticomm_star_self i)
  rw [star_star, hh, map_sub, hω.one] at h1
  have h2 := (Complex.le_def.mp h1).1
  simp only [Complex.zero_re, Complex.sub_re, Complex.one_re] at h2
  refine ⟨e, hr, ?_, ?_⟩
  · show (ω (star (a i) * a i)).re ≤ 1
    linarith
  · have e' : ω (num a i) = (occ ω a i : ℂ) := e
    unfold cov
    rw [num_mul_self h i, e']
    ring
```

Write \(C=\mathrm{Cov}(N_i,N_j)\) for \(i\ne j\). Applying the projection result to \(N\) and \(1-N\) in each mode gives four nonnegative probabilities:
\[
\begin{aligned}
p_{11}&=n_in_j+C, & p_{10}&=n_i(1-n_j)-C,\\
p_{01}&=(1-n_i)n_j-C, & p_{00}&=(1-n_i)(1-n_j)+C.
\end{aligned}
\]
Thus \(C\) is real and bounded on both sides; `linarith` rearranges the inequalities.

```lean
/-- For distinct modes the covariance of `N_i` and `N_j` is real and lies between
`-min (n_i n_j, (1-n_i)(1-n_j))` and `min (n_i (1-n_j), n_j (1-n_i))`. -/
theorem cov_bounds {a : ι → A} (h : IsCAR a) {ω : A →ₗ[ℂ] ℂ} (hω : IsState ω) {i j : ι}
    (hij : i ≠ j) :
    (cov ω (num a i) (num a j)).im = 0 ∧
      -min (occ ω a i * occ ω a j) ((1 - occ ω a i) * (1 - occ ω a j))
        ≤ (cov ω (num a i) (num a j)).re ∧
      (cov ω (num a i) (num a j)).re
        ≤ min (occ ω a i * (1 - occ ω a j)) (occ ω a j * (1 - occ ω a i)) := by
  have s : ∀ k, star (num a k) = num a k := fun k => by
    simp only [num, star_mul, star_star]
  have s' : ∀ k, star (1 - num a k) = 1 - num a k := fun k => by
    rw [star_sub, star_one, s k]
  have p : ∀ k, num a k * num a k = num a k := num_mul_self h
  have p' : ∀ k, (1 - num a k) * (1 - num a k) = 1 - num a k := fun k => by
    rw [mul_sub, mul_one, sub_mul, one_mul, p k, sub_self, sub_zero]
  have c := num_comm h hij
  -- the four joint occupation probabilities are nonnegative
  have h11 := proj_nonneg hω (s i) (s j) (p i) (p j) c
  have h10 := proj_nonneg hω (s i) (s' j) (p i) (p' j)
    (by rw [mul_sub, sub_mul, mul_one, one_mul, c])
  have h01 := proj_nonneg hω (s' i) (s j) (p' i) (p j)
    (by rw [mul_sub, sub_mul, mul_one, one_mul, c])
  have h00 := proj_nonneg hω (s' i) (s' j) (p' i) (p' j)
    (by simp only [mul_sub, sub_mul, mul_one, one_mul, c]; abel)
  have ei : ω (num a i) = (occ ω a i : ℂ) := (occ_spec h hω i).1
  have ej : ω (num a j) = (occ ω a j : ℂ) := (occ_spec h hω j).1
  simp only [mul_sub, sub_mul, mul_one, one_mul, map_sub, hω.one, ei, ej] at h10 h01 h00
  rw [Complex.le_def] at h11 h10 h01 h00
  simp only [Complex.zero_re, Complex.zero_im, Complex.sub_re, Complex.sub_im, Complex.one_re,
    Complex.one_im, Complex.ofReal_re, Complex.ofReal_im] at h11 h10 h01 h00
  have hc : cov ω (num a i) (num a j)
      = ω (num a i * num a j) - ((occ ω a i * occ ω a j : ℝ) : ℂ) := by
    unfold cov
    rw [ei, ej, Complex.ofReal_mul]
  simp only [hc, Complex.sub_im, Complex.sub_re, Complex.ofReal_im, Complex.ofReal_re]
  exact ⟨by linarith [h11.2],
    neg_le.mp (le_min (by linarith [h11.1]) (by linarith [h00.1])),
    le_min (by linarith [h10.1]) (by linarith [h01.1])⟩
```

## The cumulant as a covariance

Expanding \(\omega(x^\dagger x)\) for \(x=a_i+a_j\) shows that \(\gamma(i,j)+\gamma(j,i)\) is real. For \(x=a_i+\mathrm i a_j\), it shows that \(\mathrm i[\gamma(i,j)-\gamma(j,i)]\) is real. Together, \(\gamma(j,i)=\overline{\gamma(i,j)}\).

```lean
variable [StarModule ℂ A]

/-- The one-particle density matrix is Hermitian, `γ(j,i) = conj γ(i,j)`. -/
theorem rdm1_conj {ω : A →ₗ[ℂ] ℂ} (hω : IsState ω) (a : ι → A) (i j : ι) :
    rdm1 ω a j i = starRingEnd ℂ (rdm1 ω a i j) := by
  have hreal : ∀ x : A, (ω (star x * x)).im = 0 := fun x =>
    (Complex.le_def.mp (hω.pos x)).2.symm.trans Complex.zero_im
  have hI : star Complex.I = -Complex.I := Complex.conj_I
  -- polarisation with `a_i + a_j` and `a_i + I a_j`
  have h1 := hreal (a i + a j)
  have h2 := hreal (a i + Complex.I • a j)
  have hi := hreal (a i)
  have hj := hreal (a j)
  simp only [star_add, add_mul, mul_add, map_add, Complex.add_im] at h1
  simp only [star_add, star_smul, hI, add_mul, mul_add, smul_mul_assoc, mul_smul_comm, map_add,
    map_smul, smul_eq_mul, Complex.add_im, Complex.mul_im, Complex.mul_re, Complex.neg_re,
    Complex.neg_im, Complex.I_re, Complex.I_im] at h2
  apply Complex.ext
  · simp only [rdm1, Complex.conj_re]
    linarith
  · simp only [rdm1, Complex.conj_im]
    linarith
```

Therefore, for \(i\ne j\),
\[
\Lambda(ij,ij)=\omega(N_iN_j)-n_in_j+\gamma(i,j)\gamma(j,i)=C+|\gamma(i,j)|^2 .
\]

```lean
/-- For distinct modes, `Λ(ij,ij) = Cov(N_i, N_j) + |γ(i,j)|²`. -/
theorem cumulant_eq {a : ι → A} (h : IsCAR a) {ω : A →ₗ[ℂ] ℂ} (hω : IsState ω) {i j : ι}
    (hij : i ≠ j) :
    cumulant ω a i j i j
      = cov ω (num a i) (num a j) + ((‖rdm1 ω a i j‖ ^ 2 : ℝ) : ℂ) := by
  have h2 : rdm2 ω a i j i j = ω (num a i * num a j) := by
    unfold rdm2
    rw [pair_eq_num_mul h hij]
  unfold cumulant cov
  rw [h2, rdm1_conj hω a i j, Complex.mul_conj, Complex.normSq_eq_norm_sq]
  rfl
```

The hypothesis `hg`, \(\gamma(i,j)=0\), means no one-particle coherence between the modes, as for two distinct natural spin orbitals. Then \(\Lambda(ij,ij)=C\). If \(C\ge0\), multiply its two upper bounds; if \(C\le0\), multiply the two upper bounds on \(-C\). Either way,
\[
C^2\le n_i(1-n_i)\,n_j(1-n_j)\le\tfrac1{16},
\]
because \(n(1-n)=\tfrac14-(n-\tfrac12)^2\). The case split is `le_total 0 c`. The limit \(|\Lambda(ij,ij)|\le\tfrac14\) also holds when \(\gamma(i,j)\ne0\), though the theorem below does not show it: a suitable unitary rotation of the two modes among themselves makes \(\gamma(i,j)\) vanish and leaves \(\Lambda(ij,ij)\) unchanged.

The bound on \(C\) does not use `hg`, so an electronic-structure code can test \(\Gamma(ij,ij)-n_in_j\) for \(i\ne j\) against it in any orthonormal spin-orbital basis; in natural spin orbitals this difference is also \(\Lambda(ij,ij)\). A violation beyond numerical error signals inconsistent conventions or matrices that come from no state; passing is only a necessary condition for N-representability.

```lean
/-- For distinct modes with `γ(i,j) = 0`, the cumulant `Λ(ij,ij)` is the covariance of `N_i` and
`N_j`, and `|Λ(ij,ij)| ≤ √(n_i (1-n_i) n_j (1-n_j)) ≤ 1/4`. -/
theorem cumulant_bound {a : ι → A} (h : IsCAR a) {ω : A →ₗ[ℂ] ℂ} (hω : IsState ω) {i j : ι}
    (hij : i ≠ j) (hg : rdm1 ω a i j = 0) :
    cumulant ω a i j i j = cov ω (num a i) (num a j) ∧
      ‖cumulant ω a i j i j‖
        ≤ Real.sqrt (occ ω a i * (1 - occ ω a i) * (occ ω a j * (1 - occ ω a j))) ∧
      Real.sqrt (occ ω a i * (1 - occ ω a i) * (occ ω a j * (1 - occ ω a j))) ≤ 1 / 4 := by
  have hc : cumulant ω a i j i j = cov ω (num a i) (num a j) := by
    rw [cumulant_eq h hω hij, hg]
    simp
  obtain ⟨him, hlo, hhi⟩ := cov_bounds h hω hij
  obtain ⟨-, j0, j1, -⟩ := occ_spec h hω j
  refine ⟨hc, ?_, ?_⟩
  · obtain ⟨c, hcc⟩ : ∃ c : ℝ, cov ω (num a i) (num a j) = (c : ℂ) :=
      ⟨(cov ω (num a i) (num a j)).re, Complex.ext (by simp) (by simp [him])⟩
    rw [hcc, Complex.ofReal_re] at hlo hhi
    rw [hc, hcc, Complex.norm_real, Real.norm_eq_abs]
    apply Real.abs_le_sqrt
    have u1 := hhi.trans (min_le_left _ _)
    have u2 := hhi.trans (min_le_right _ _)
    have l1 := (neg_le.mp hlo).trans (min_le_left _ _)
    have l2 := (neg_le.mp hlo).trans (min_le_right _ _)
    -- multiply the two upper bounds, or the two lower bounds, according to the sign
    rcases le_total 0 c with h0 | h0
    · have hm := mul_le_mul u1 u2 h0 (h0.trans u1)
      nlinarith [hm]
    · have h0' : 0 ≤ -c := by linarith
      have hm := mul_le_mul l1 l2 h0' (h0'.trans l1)
      nlinarith [hm]
  · have qi : occ ω a i * (1 - occ ω a i) ≤ 1 / 4 := by
      nlinarith [sq_nonneg (occ ω a i - 1 / 2)]
    have qj : occ ω a j * (1 - occ ω a j) ≤ 1 / 4 := by
      nlinarith [sq_nonneg (occ ω a j - 1 / 2)]
    refine Real.sqrt_le_iff.mpr ⟨by norm_num, ?_⟩
    calc occ ω a i * (1 - occ ω a i) * (occ ω a j * (1 - occ ω a j))
        ≤ 1 / 4 * (1 / 4) := mul_le_mul qi qj (mul_nonneg j0 (by linarith)) (by norm_num)
      _ = (1 / 4) ^ 2 := by norm_num
```

## A pair state that attains the bound

Two modes suffice. Their Jordan–Wigner matrices are as follows.

```lean
/-- Jordan-Wigner annihilation matrices of two modes in the basis `|00⟩, |10⟩, |01⟩, |11⟩`. -/
def jw : Fin 2 → Matrix (Fin 4) (Fin 4) ℂ :=
  ![!![0, 1, 0, 0; 0, 0, 0, 0; 0, 0, 0, 1; 0, 0, 0, 0],
    !![0, 0, 1, 0; 0, 0, 0, -1; 0, 0, 0, 0; 0, 0, 0, 0]]
```

A vector \(\psi\) defines \(\omega(x)=\langle\psi|x|\psi\rangle\).

```lean
/-- The expectation functional `x ↦ ⟨ψ| x |ψ⟩` of a vector in the two-mode space. -/
def vecState (ψ : Fin 4 → ℂ) : Matrix (Fin 4) (Fin 4) ℂ →ₗ[ℂ] ℂ where
  toFun x := star ψ ⬝ᵥ (x *ᵥ ψ)
  map_add' := by
    intro x y
    simp only [Matrix.add_mulVec, dotProduct_add]
  map_smul' := by
    intro c x
    simp only [dotProduct, Matrix.mulVec, Matrix.smul_apply, smul_eq_mul, Fin.sum_univ_four,
      RingHom.id_apply]
    ring
```

Take \(\psi=u|00\rangle+v|11\rangle\) with real \(u,v\) and \(u^2+v^2=1\). When both are nonzero, this superposes particle numbers 0 and 2, as in a BCS-type model, so it is not a state of an isolated system with a fixed electron number. The mixture of \(|00\rangle\) and \(|11\rangle\) with weights \(u^2\) and \(v^2\) has the same \(\gamma\) and \(\Gamma\), and hence the same \(\Lambda\). A fixed electron number allows these values too: for two electrons in four modes, \(u|0011\rangle+v|1100\rangle\) gives them for its first two modes.

```lean
/-- The pair vector `u |00⟩ + v |11⟩`. -/
def pairVec (u v : ℝ) : Fin 4 → ℂ := ![(u : ℂ), 0, 0, (v : ℂ)]
```

Checking matrix entries confirms \(a_ia_j+a_ja_i=0\).

```lean
set_option maxHeartbeats 400000 in
/-- The Jordan-Wigner annihilation matrices anticommute with one another. -/
theorem jw_anticomm (i j : Fin 2) : jw i * jw j + jw j * jw i = 0 := by
  ext k l
  simp only [Matrix.add_apply, Matrix.mul_apply, Matrix.zero_apply, Fin.sum_univ_four]
  fin_cases i <;> fin_cases j <;> fin_cases k <;> fin_cases l <;> simp [jw]
```

The same entrywise check gives \(a_ia_j^\dagger+a_j^\dagger a_i=\delta_{ij}\).

```lean
set_option maxHeartbeats 400000 in
/-- The Jordan-Wigner matrices satisfy the canonical anticommutation relations. -/
theorem jw_car_witness : IsCAR jw := by
  refine ⟨jw_anticomm, ?_, ?_⟩
  · intro i
    show jw i * star (jw i) + star (jw i) * jw i = 1
    ext k l
    simp only [Matrix.add_apply, Matrix.mul_apply, Matrix.star_apply, Fin.sum_univ_four]
    fin_cases i <;> fin_cases k <;> fin_cases l <;> simp [jw]
  · intro i j h
    show jw i * star (jw j) + star (jw j) * jw i = 0
    ext k l
    simp only [Matrix.add_apply, Matrix.mul_apply, Matrix.star_apply, Matrix.zero_apply,
      Fin.sum_univ_four]
    fin_cases i <;> fin_cases j <;>
      first
        | exact absurd rfl h
        | (fin_cases k <;> fin_cases l <;> simp [jw])
```

With \(u^2+v^2=1\), the annihilators act as
\[
a_0\psi=v|01\rangle,\quad a_1\psi=-v|10\rangle,\quad a_1a_0\psi=v|00\rangle .
\]
Inner products of these vectors give \(\gamma(0,1)=0\), \(n_0=n_1=v^2\) and \(\Gamma(01,01)=v^2\). Hence \(\Lambda(01,01)=v^2-v^4=v^2(1-v^2)\), which equals the square-root bound for every such \(v\) and reaches \(1/4\) at \(v^2=1/2\).

```lean
/-- The normalised pair vector gives a state with `γ(0,1) = 0`, `n_0 = n_1 = v²` and
`Λ(01,01) = v² (1 - v²)`; the square-root bound holds with equality, and `Λ(01,01) = 1/4` when
`v² = 1/2`. -/
theorem pair_state_witness (u v : ℝ) (huv : u ^ 2 + v ^ 2 = 1) :
    IsState (vecState (pairVec u v)) ∧
      rdm1 (vecState (pairVec u v)) jw 0 1 = 0 ∧
      occ (vecState (pairVec u v)) jw 0 = v ^ 2 ∧
      occ (vecState (pairVec u v)) jw 1 = v ^ 2 ∧
      cumulant (vecState (pairVec u v)) jw 0 1 0 1 = ((v ^ 2 * (1 - v ^ 2) : ℝ) : ℂ) ∧
      ‖cumulant (vecState (pairVec u v)) jw 0 1 0 1‖
        = Real.sqrt (v ^ 2 * (1 - v ^ 2) * (v ^ 2 * (1 - v ^ 2))) ∧
      (v ^ 2 = 1 / 2 → cumulant (vecState (pairVec u v)) jw 0 1 0 1 = 1 / 4) := by
  -- `⟨ψ| x† y |ψ⟩ = ⟨x ψ | y ψ⟩`
  have hv : ∀ (ψ : Fin 4 → ℂ) (x y : Matrix (Fin 4) (Fin 4) ℂ),
      vecState ψ (star x * y) = star (x *ᵥ ψ) ⬝ᵥ (y *ᵥ ψ) := by
    intro ψ x y
    show star ψ ⬝ᵥ ((star x * y) *ᵥ ψ) = _
    rw [Matrix.star_mulVec, ← Matrix.mulVec_mulVec, Matrix.dotProduct_mulVec (star ψ),
      Matrix.star_eq_conjTranspose x]
  -- action of the annihilators on the pair vector
  have e0 : jw 0 *ᵥ pairVec u v = ![0, 0, (v : ℂ), 0] := by
    ext k
    simp only [Matrix.mulVec, dotProduct, Fin.sum_univ_four]
    fin_cases k <;> simp [jw, pairVec]
  have e1 : jw 1 *ᵥ pairVec u v = ![0, -(v : ℂ), 0, 0] := by
    ext k
    simp only [Matrix.mulVec, dotProduct, Fin.sum_univ_four]
    fin_cases k <;> simp [jw, pairVec]
  have e01 : (jw 1 * jw 0) *ᵥ pairVec u v = ![(v : ℂ), 0, 0, 0] := by
    rw [← Matrix.mulVec_mulVec, e0]
    ext k
    simp only [Matrix.mulVec, dotProduct, Fin.sum_univ_four]
    fin_cases k <;> simp [jw]
  have g00 : rdm1 (vecState (pairVec u v)) jw 0 0 = (v : ℂ) * v :=
    (hv (pairVec u v) (jw 0) (jw 0)).trans (by
      rw [e0]
      simp only [dotProduct, Fin.sum_univ_four, Pi.star_apply]
      simp)
  have g11 : rdm1 (vecState (pairVec u v)) jw 1 1 = (v : ℂ) * v :=
    (hv (pairVec u v) (jw 1) (jw 1)).trans (by
      rw [e1]
      simp only [dotProduct, Fin.sum_univ_four, Pi.star_apply]
      simp)
  have g01 : rdm1 (vecState (pairVec u v)) jw 0 1 = 0 :=
    (hv (pairVec u v) (jw 0) (jw 1)).trans (by
      rw [e0, e1]
      simp only [dotProduct, Fin.sum_univ_four, Pi.star_apply]
      simp)
  have G : rdm2 (vecState (pairVec u v)) jw 0 1 0 1 = (v : ℂ) * v := by
    have hre : star (jw 0) * star (jw 1) * jw 1 * jw 0
        = star (jw 1 * jw 0) * (jw 1 * jw 0) := by
      simp only [star_mul, Matrix.mul_assoc]
    show vecState (pairVec u v) (star (jw 0) * star (jw 1) * jw 1 * jw 0) = _
    rw [hre, hv, e01]
    simp only [dotProduct, Fin.sum_univ_four, Pi.star_apply]
    simp
  have hcum : cumulant (vecState (pairVec u v)) jw 0 1 0 1
      = ((v ^ 2 * (1 - v ^ 2) : ℝ) : ℂ) := by
    unfold cumulant
    rw [G, g00, g11, g01]
    push_cast
    ring
  have hnn : 0 ≤ v ^ 2 * (1 - v ^ 2) :=
    mul_nonneg (sq_nonneg v) (by linarith [sq_nonneg u])
  refine ⟨⟨?_, ?_⟩, g01, ?_, ?_, hcum, ?_, ?_⟩
  · have hR : u * u + v * v = 1 := by nlinarith [huv]
    have hC : (u : ℂ) * u + (v : ℂ) * v = 1 := by exact_mod_cast hR
    show star (pairVec u v) ⬝ᵥ ((1 : Matrix (Fin 4) (Fin 4) ℂ) *ᵥ pairVec u v) = 1
    rw [Matrix.one_mulVec]
    simp only [dotProduct, Fin.sum_univ_four, Pi.star_apply]
    simpa [pairVec] using hC
  · intro x
    have hx := dotProduct_star_self_nonneg (x *ᵥ pairVec u v)
    rw [← hv] at hx
    exact hx
  · unfold occ
    rw [g00]
    simp [sq]
  · unfold occ
    rw [g11]
    simp [sq]
  · rw [hcum, Complex.norm_real, Real.norm_of_nonneg hnn, Real.sqrt_mul_self hnn]
  · intro hhalf
    rw [hcum, hhalf]
    push_cast
    norm_num

end

end FermionCumulantBound
```

```lean
#print axioms FermionCumulantBound.cumulant_bound
-- 'FermionCumulantBound.cumulant_bound' depends on axioms: [propext, Classical.choice, Quot.sound]
```
